# Bounds on the shift of the largest quasiparticle energy when all self-energy poles lie below the level

Let $e$ be a mean-field level, with any static correction already included. Let the frequency-dependent self-energy be a finite sum of real poles,

$$s(w)=\sum_i \frac{g_i^2}{w-p_i},$$

with real couplings $g_i$. A quasiparticle energy is a number $E$, different from every $p_i$, that solves $E=e+s(E)$. Replacing $s(E)$ by its tangent $s(e)+s'(e)(E-e)$ gives the linearized shift $Z\,s(e)$, where $Z=1/(1-s'(e))$.

Assume that $p_i<e$ for all $i$ and that some $g_i\neq0$. Then a largest quasiparticle energy $E$ exists, and

$$Z\,s(e)<E-e<s(e).$$

Under these assumptions, linearization at $e$ thus underestimates the largest quasiparticle energy, and omitting $Z$ overestimates it. $GW$ calculations often use a similar linearization, but usually about the mean-field eigenvalue without the static correction; the bounds here are for the tangent at $e$.

## Monotonicity, the tangent and the largest root

Away from the poles, $s'(w)=-\sum_i g_i^2/(w-p_i)^2\le 0$. For $w>e$ every denominator $w-p_i$ exceeds $e-p_i>0$, so $s(w)<s(e)$. Subtracting the tangent at $e$ term by term gives

$$s(w)-s(e)-s'(e)(w-e)=\sum_i\frac{g_i^2(w-e)^2}{(w-p_i)(e-p_i)^2}>0.$$

For existence, consider $f(w)=w-s(w)$, which is continuous on $[e,e+s(e)]$. Since $s(e)>0$, we have $f(e)<e$, and since $s(e+s(e))<s(e)$, we have $f(e+s(e))>e$. Hence $f(E)=e$ for some $E>e$. A larger root $E'$ would give $E'-E=s(E')-s(E)<0$, a contradiction.

At this root, $E-e=s(E)<s(e)$. The tangent inequality gives $E-e>s(e)+s'(e)(E-e)$, that is, $(1-s'(e))(E-e)>s(e)$. Dividing by $1-s'(e)\geq1$ yields the lower bound.

For one pole $p$ with coupling $g$, put $D=e-p$. Then $s(e)=g^2/D$ and $Z=D^2/(D^2+g^2)$, so

$$\frac{g^2D}{D^2+g^2}<E-e<\frac{g^2}{D}.$$

With $x=E-e$, the quasiparticle equation reads $x(x+D)=g^2$. Substituting this for $g^2$ gives both errors:

$$x-\frac{g^2D}{D^2+g^2}=\frac{x^3}{D^2+g^2},\qquad \frac{g^2}{D}-x=\frac{x^2}{D}.$$

## The model in Lean

The finite type `ι` labels the poles.

```lean
import Mathlib

open Finset

namespace QuasiparticleLinearization

noncomputable section

variable {ι : Type*} [Fintype ι]
```

The functions `g` and `p` assign a coupling and a position to each label.

```lean
/-- Self-energy with finitely many poles `p i` and couplings `g i`, for frequencies `w`
different from every pole. -/
def selfEnergy (g p : ι → ℝ) (w : ℝ) : ℝ := ∑ i, g i ^ 2 / (w - p i)
```

The factor $Z$ uses the actual derivative of the self-energy, not a formula put in by hand.

```lean
/-- The factor `Z = 1 / (1 - s'(e))`, for a level `e` away from the poles at which the slope
`s'(e)` of the self-energy is not `1`. -/
def zFactor (g p : ι → ℝ) (e : ℝ) : ℝ := 1 / (1 - deriv (selfEnergy g p) e)
```

The first condition below excludes the poles, where Lean's division by zero would otherwise give a term the value zero.

```lean
/-- `E` is a quasiparticle energy for the level `e`: it is not a pole of the self-energy and
solves `E = e + s(E)`. -/
def IsQuasiparticleEnergy (g p : ι → ℝ) (e E : ℝ) : Prop :=
  (∀ i, E ≠ p i) ∧ E = e + selfEnergy g p E
```

## Slope, decrease and tangent

The quotient rule is applied to each pole, and `HasDerivAt.fun_sum` adds the results.

```lean
/-- Away from the poles the self-energy has slope `-∑ gᵢ² / (w - pᵢ)²`. -/
theorem hasDerivAt_selfEnergy (g p : ι → ℝ) {w : ℝ} (hw : ∀ i, w ≠ p i) :
    HasDerivAt (selfEnergy g p) (-∑ i, g i ^ 2 / (w - p i) ^ 2) w := by
  have h : ∀ i ∈ (univ : Finset ι), HasDerivAt (fun x : ℝ => g i ^ 2 / (x - p i))
      (-(g i ^ 2 / (w - p i) ^ 2)) w := by
    intro i _
    have h1 : HasDerivAt (fun x : ℝ => x - p i) 1 w := (hasDerivAt_id' w).sub_const (p i)
    have h2 := (hasDerivAt_const w (g i ^ 2)).fun_div h1 (sub_ne_zero.mpr (hw i))
    exact h2.congr_deriv (by ring)
  have hs := HasDerivAt.fun_sum h
  rw [Finset.sum_neg_distrib] at hs
  exact hs
```

The hypothesis `hp` places all poles below the level: on the frequency axis the level couples only to poles beneath it, which push it upward. A $GW$ self-energy generally has poles on both sides of a level, and the bounds make no statement about that case. The hypothesis `hg` says that some coupling is present; its label `j` supplies the strict term in the sum.

```lean
/-- Above all poles, and with at least one nonzero coupling, the self-energy strictly decreases
with frequency. -/
theorem selfEnergy_lt {g p : ι → ℝ} {e w : ℝ} (hp : ∀ i, p i < e) (hg : ∃ i, g i ≠ 0)
    (hw : e < w) : selfEnergy g p w < selfEnergy g p e := by
  obtain ⟨j, hj⟩ := hg
  refine Finset.sum_lt_sum (fun i _ => ?_) ⟨j, mem_univ j, ?_⟩
  · exact div_le_div_of_nonneg_left (sq_nonneg _) (sub_pos.mpr (hp i)) (by linarith)
  · exact div_lt_div_of_pos_left (by positivity) (sub_pos.mpr (hp j)) (by linarith)
```

In the next proof, `key` is the explicit difference from the tangent. It is checked for each pole by `field_simp` and `ring`, and `hpos` shows that the sum is positive.

```lean
/-- If all poles lie below `e` and some coupling is nonzero, the self-energy at any `w > e` lies
strictly above its tangent line at `e`. -/
theorem tangent_lt_selfEnergy {g p : ι → ℝ} {e w : ℝ} (hp : ∀ i, p i < e)
    (hg : ∃ i, g i ≠ 0) (hw : e < w) :
    selfEnergy g p e + deriv (selfEnergy g p) e * (w - e) < selfEnergy g p w := by
  rw [(hasDerivAt_selfEnergy g p (fun i => (hp i).ne')).deriv]
  -- the distance from the tangent is an explicit sum of nonnegative terms
  have key : selfEnergy g p w
      - (selfEnergy g p e + (-∑ i, g i ^ 2 / (e - p i) ^ 2) * (w - e))
      = ∑ i, g i ^ 2 * (w - e) ^ 2 / ((w - p i) * (e - p i) ^ 2) := by
    unfold selfEnergy
    rw [neg_mul, Finset.sum_mul, ← sub_eq_add_neg, ← Finset.sum_sub_distrib,
      ← Finset.sum_sub_distrib]
    refine Finset.sum_congr rfl (fun i _ => ?_)
    have h1 : e - p i ≠ 0 := (sub_pos.mpr (hp i)).ne'
    have h2 : w - p i ≠ 0 := (sub_pos.mpr ((hp i).trans hw)).ne'
    field_simp
    ring
  have hpos : 0 < ∑ i, g i ^ 2 * (w - e) ^ 2 / ((w - p i) * (e - p i) ^ 2) := by
    obtain ⟨j, hj⟩ := hg
    have h3 : 0 < w - e := sub_pos.mpr hw
    refine Finset.sum_pos' (fun i _ => ?_) ⟨j, mem_univ j, ?_⟩
    · have h2 : 0 < w - p i := sub_pos.mpr ((hp i).trans hw)
      positivity
    · have h1 : 0 < e - p j := sub_pos.mpr (hp j)
      have h2 : 0 < w - p j := sub_pos.mpr ((hp j).trans hw)
      positivity
  linarith
```

## Existence and bounds

`IsGreatest` says that `E` belongs to the set of quasiparticle energies and that no member exceeds it. The proof applies `intermediate_value_Icc` to $w-s(w)$, then uses the decrease of $s$ to exclude a larger root.

```lean
/-- If all poles lie below `e` and some coupling is nonzero, there is a largest quasiparticle
energy, and it lies above `e`. -/
theorem exists_largest_energy {g p : ι → ℝ} {e : ℝ} (hp : ∀ i, p i < e)
    (hg : ∃ i, g i ≠ 0) :
    ∃ E, e < E ∧ IsGreatest {E | IsQuasiparticleEnergy g p e E} E := by
  have hpos : 0 < selfEnergy g p e := by
    obtain ⟨j, hj⟩ := hg
    refine Finset.sum_pos' (fun i _ => ?_) ⟨j, mem_univ j, ?_⟩
    · exact div_nonneg (sq_nonneg _) (sub_pos.mpr (hp i)).le
    · exact div_pos (by positivity) (sub_pos.mpr (hp j))
  have hc : ContinuousOn (fun w => w - selfEnergy g p w)
      (Set.Icc e (e + selfEnergy g p e)) := by
    refine ContinuousOn.sub continuousOn_id (fun w hw => ?_)
    exact (hasDerivAt_selfEnergy g p
      (fun i => ((hp i).trans_le hw.1).ne')).continuousAt.continuousWithinAt
  have hdec := selfEnergy_lt hp hg (show e < e + selfEnergy g p e by linarith)
  have hmem : e ∈ Set.Icc (e - selfEnergy g p e)
      (e + selfEnergy g p e - selfEnergy g p (e + selfEnergy g p e)) :=
    ⟨by linarith, by linarith⟩
  -- a root exists between `e` and `e + s(e)`
  obtain ⟨E, hE, hroot⟩ := intermediate_value_Icc (by linarith) hc hmem
  have hroot' : E - selfEnergy g p E = e := hroot
  have hne : e ≠ E := by
    intro h
    rw [← h] at hroot'
    linarith
  have hlt : e < E := lt_of_le_of_ne hE.1 hne
  refine ⟨E, hlt, ⟨fun i => ((hp i).trans hlt).ne', by linarith⟩, fun E' hE' => ?_⟩
  -- a larger root would contradict the decrease of the self-energy
  by_contra h
  have h1 := selfEnergy_lt (fun i => (hp i).trans hlt) hg (not_le.mp h)
  have h2 := hE'.2
  linarith [not_le.mp h]
```

The main theorem takes any `E` that is greatest in this set. The existence result places it above `e`; `hdec` then gives the upper bound and `htan` the lower one, after `div_lt_iff₀` has cleared the positive denominator $1-s'(e)$.

```lean
/-- If all poles lie below `e` and some coupling is nonzero, the shift of the largest
quasiparticle energy is strictly larger than `Z s(e)` and strictly smaller than `s(e)`. -/
theorem linearized_lt_shift_lt {g p : ι → ℝ} {e E : ℝ} (hp : ∀ i, p i < e)
    (hg : ∃ i, g i ≠ 0) (hE : IsGreatest {E | IsQuasiparticleEnergy g p e E} E) :
    zFactor g p e * selfEnergy g p e < E - e ∧ E - e < selfEnergy g p e := by
  obtain ⟨E₀, h0, hE₀⟩ := exists_largest_energy hp hg
  have hlt : e < E := h0.trans_le (hE.2 hE₀.1)
  have hroot : E = e + selfEnergy g p E := hE.1.2
  have htan := tangent_lt_selfEnergy hp hg hlt
  have hdec := selfEnergy_lt hp hg hlt
  have hslope : deriv (selfEnergy g p) e ≤ 0 := by
    rw [(hasDerivAt_selfEnergy g p (fun i => (hp i).ne')).deriv]
    exact neg_nonpos.mpr (Finset.sum_nonneg (fun i _ => by positivity))
  refine ⟨?_, by linarith⟩
  have hz : zFactor g p e * selfEnergy g p e
      = selfEnergy g p e / (1 - deriv (selfEnergy g p) e) := by
    unfold zFactor
    ring
  rw [hz, div_lt_iff₀ (by linarith)]
  linarith
```

## One pole

A single pole is modelled by the one-element type `Unit` and constant functions; $D$ is written `e - p`. The first theorem evaluates $Z\,s(e)$.

```lean
/-- For one pole `p` below `e`, the linearized shift `Z s(e)` is `g² D / (D² + g²)` with
`D = e - p`. -/
theorem one_pole_linearized {g p e : ℝ} (hp : p < e) :
    zFactor (fun _ : Unit => g) (fun _ => p) e * selfEnergy (fun _ : Unit => g) (fun _ => p) e
      = g ^ 2 * (e - p) / ((e - p) ^ 2 + g ^ 2) := by
  have hD : 0 < e - p := sub_pos.mpr hp
  have hN : (e - p) ^ 2 + g ^ 2 ≠ 0 := by positivity
  unfold zFactor
  rw [(hasDerivAt_selfEnergy (fun _ : Unit => g) (fun _ => p) (fun _ => hp.ne')).deriv]
  simp only [selfEnergy, Finset.univ_unique, Finset.sum_singleton, sub_neg_eq_add]
  have h1 : 1 + g ^ 2 / (e - p) ^ 2 = ((e - p) ^ 2 + g ^ 2) / (e - p) ^ 2 := by
    rw [add_div, div_self (pow_ne_zero 2 hD.ne')]
  rw [h1]
  field_simp
```

Inserting this value into the general theorem gives the one-pole bounds.

```lean
/-- For one pole `p` below `e` and nonzero coupling `g`, the largest quasiparticle energy `E`
satisfies `g² D / (D² + g²) < E - e < g² / D` with `D = e - p`. -/
theorem one_pole_bounds {g p e E : ℝ} (hp : p < e) (hg : g ≠ 0)
    (hE : IsGreatest {E | IsQuasiparticleEnergy (fun _ : Unit => g) (fun _ => p) e E} E) :
    g ^ 2 * (e - p) / ((e - p) ^ 2 + g ^ 2) < E - e ∧ E - e < g ^ 2 / (e - p) := by
  have h := linearized_lt_shift_lt (fun _ => hp) ⟨(), hg⟩ hE
  rw [one_pole_linearized hp] at h
  have hs : selfEnergy (fun _ : Unit => g) (fun _ => p) e = g ^ 2 / (e - p) := by
    simp [selfEnergy]
  rw [hs] at h
  exact h
```

The error identities hold for every quasiparticle energy, not only the largest. If $g\ne0$, there is also a lower root, with $x<0$; there the first error is negative, so linearization lies above that root. In the proof, `hq` is the quadratic equation, and `linear_combination` carries out the substitution for $g^2$.

```lean
/-- For one pole `p` below `e` and any quasiparticle energy `E`, the signed difference
`(E - e) - g² D / (D² + g²)` equals `(E - e)³ / (D² + g²)`, and `g² / D - (E - e)` equals
`(E - e)² / D`, where `D = e - p`. -/
theorem one_pole_errors {g p e E : ℝ} (hp : p < e)
    (hE : IsQuasiparticleEnergy (fun _ : Unit => g) (fun _ => p) e E) :
    (E - e) - g ^ 2 * (e - p) / ((e - p) ^ 2 + g ^ 2)
        = (E - e) ^ 3 / ((e - p) ^ 2 + g ^ 2) ∧
      g ^ 2 / (e - p) - (E - e) = (E - e) ^ 2 / (e - p) := by
  have hD : 0 < e - p := sub_pos.mpr hp
  have hN : (e - p) ^ 2 + g ^ 2 ≠ 0 := by positivity
  have hEp : E - p ≠ 0 := sub_ne_zero.mpr (hE.1 ())
  have hs : selfEnergy (fun _ : Unit => g) (fun _ => p) E = g ^ 2 / (E - p) := by
    simp [selfEnergy]
  have hroot : E - e = g ^ 2 / (E - p) := by
    have h := hE.2
    rw [hs] at h
    linarith
  -- the quasiparticle equation as a quadratic equation
  have hq : (E - e) * (E - p) = g ^ 2 := (eq_div_iff hEp).mp hroot
  constructor
  · rw [sub_eq_iff_eq_add, ← add_div, eq_div_iff hN]
    linear_combination ((e - p) - (E - e)) * hq
  · have hg2 : g ^ 2 = (E - e) ^ 2 + (E - e) * (e - p) := by
      linear_combination -hq
    rw [hg2, add_div, mul_div_assoc, div_self hD.ne']
    ring

end

end QuasiparticleLinearization
```

```lean
#print axioms QuasiparticleLinearization.exists_largest_energy
#print axioms QuasiparticleLinearization.one_pole_bounds
#print axioms QuasiparticleLinearization.one_pole_errors
```

```
'QuasiparticleLinearization.exists_largest_energy' depends on axioms: [propext, Classical.choice, Quot.sound]
'QuasiparticleLinearization.one_pole_bounds' depends on axioms: [propext, Classical.choice, Quot.sound]
'QuasiparticleLinearization.one_pole_errors' depends on axioms: [propext, Classical.choice, Quot.sound]
```
